# A ring state of five or more orbitals with orbital entropy ln 2 and no pair mutual information

Number $n$ singly occupied orbitals on a ring by $i$ modulo $n$, let $x_i\in\{0,1\}$ denote spin up or down, and give the configuration $x$ the amplitude $\theta(x)/\sqrt{2^n}$ with $\theta(x)=(-1)^{\sum_i x_ix_{i+1}}$. Let $S_a$ and $S_{ab}$ be the von Neumann entropies, with the natural logarithm, of the reduced spin densities $\rho_a$ of orbital $a$ and $\rho_{ab}$ of two orbitals $a\neq b$. The mutual information of the two is $I_{ab}=S_a+S_b-S_{ab}$, without the prefactor $1/2$ of some conventions.

```lean
import Mathlib

open Finset

namespace RingOrbitalEntanglement

noncomputable section

variable {n : ℕ} [NeZero n]

/-- The sign `(-1)^(∑ x_i x_(i+1))` of a spin configuration on a ring of `n` orbitals. -/
def ringPhase (x : ZMod n → Fin 2) : ℤ :=
  (-1) ^ (∑ i, (x i).val * (x (i + 1)).val)

/-- The ring state, with amplitudes `(-1)^(∑ x_i x_(i+1)) / √(2^n)`. -/
def ringState (x : ZMod n → Fin 2) : ℂ :=
  (((ringPhase x : ℝ) / √(2 ^ n) : ℝ) : ℂ)

/-- The configuration `x` with the spin in orbital `k` reversed. -/
def spinFlip (k : ZMod n) (x : ZMod n → Fin 2) : ZMod n → Fin 2 :=
  Function.update x k (x k + 1)

/-- The configuration `x` with the spins in orbitals `a` and `b` replaced by the pair `t`. -/
def resetPair (a b : ZMod n) (t : Fin 2 × Fin 2) (x : ZMod n → Fin 2) : ZMod n → Fin 2 :=
  Function.update (Function.update x a t.1) b t.2

/-- The reduced spin density of orbital `a`: all other orbitals are traced out. -/
def orbitalDensity (ψ : (ZMod n → Fin 2) → ℂ) (a : ZMod n) : Matrix (Fin 2) (Fin 2) ℂ :=
  Matrix.of fun s t => ∑ x, if x a = s then ψ x * star (ψ (Function.update x a t)) else 0

/-- The reduced spin density of two distinct orbitals `a` and `b`. -/
def pairDensity (ψ : (ZMod n → Fin 2) → ℂ) (a b : ZMod n) :
    Matrix (Fin 2 × Fin 2) (Fin 2 × Fin 2) ℂ :=
  Matrix.of fun s t =>
    ∑ x, if x a = s.1 ∧ x b = s.2 then ψ x * star (ψ (resetPair a b t x)) else 0

/-- The von Neumann entropy of a density matrix: the sum of `-p ln p` over its eigenvalues,
counted with multiplicity. -/
def entropy {m : Type*} [Fintype m] [DecidableEq m] (ρ : Matrix m m ℂ) : ℝ :=
  (ρ.charpoly.roots.map fun z => Real.negMulLog z.re).sum

/-- The mutual information `S_a + S_b - S_ab` of two distinct orbitals. -/
def mutualInformation (ψ : (ZMod n → Fin 2) → ℂ) (a b : ZMod n) : ℝ :=
  entropy (orbitalDensity ψ a) + entropy (orbitalDensity ψ b) - entropy (pairDensity ψ a b)

/-- The sum of sign products that enters the element `(s, t)` of the two-orbital density. -/
def phaseOverlap (a b : ZMod n) (s t : Fin 2 × Fin 2) : ℤ :=
  ∑ x, if x a = s.1 ∧ x b = s.2 then ringPhase x * ringPhase (resetPair a b t x) else 0

/-- On a ring of at least two orbitals, reversing spin `k` multiplies the sign of a
configuration by `(-1)^(x_(k-1) + x_(k+1))`. -/
theorem ringPhase_spinFlip (hn : 2 ≤ n) (k : ZMod n) (x : ZMod n → Fin 2) :
    ringPhase (spinFlip k x) =
      (-1) ^ ((x (k - 1)).val + (x (k + 1)).val) * ringPhase x := by
  have : Fact (1 < n) := ⟨hn⟩
  have h1 : (1 : ZMod n) ≠ 0 := one_ne_zero
  have key : ∀ p q : Fin 2, (-1 : ℤ) ^ ((p + 1).val * q.val) =
      (-1) ^ (p.val * q.val) * (-1) ^ q.val := by decide
  -- only the two bonds that meet at `k` change
  have hp : ∀ i, (-1 : ℤ) ^ ((spinFlip k x i).val * (spinFlip k x (i + 1)).val) =
      (-1) ^ ((x i).val * (x (i + 1)).val) *
        ((if i = k then (-1) ^ (x (k + 1)).val else 1) *
          (if i = k - 1 then (-1) ^ (x (k - 1)).val else 1)) := by
    intro i
    by_cases hi : i = k
    · have e1 : k + 1 ≠ k := fun e => h1 (by linear_combination e)
      have e2 : k ≠ k - 1 := fun e => h1 (by linear_combination e)
      rw [hi, if_pos rfl, if_neg e2, mul_one]
      simp only [spinFlip, Function.update_self, Function.update_of_ne e1]
      exact key _ _
    · by_cases hj : i + 1 = k
      · have hi' : i = k - 1 := by linear_combination hj
        rw [if_neg hi, if_pos hi', one_mul, ← hi', hj]
        simp only [spinFlip, Function.update_self, Function.update_of_ne hi]
        rw [mul_comm (x i).val, mul_comm (x i).val]
        exact key _ _
      · have hi' : i ≠ k - 1 := fun e => hj (by linear_combination e)
        rw [if_neg hi, if_neg hi']
        simp only [spinFlip, Function.update_of_ne hi, Function.update_of_ne hj, mul_one]
  unfold ringPhase
  rw [← Finset.prod_pow_eq_pow_sum, ← Finset.prod_pow_eq_pow_sum,
    Finset.prod_congr rfl (fun i _ => hp i), Finset.prod_mul_distrib, Finset.prod_mul_distrib]
  simp only [Finset.prod_ite_eq', Finset.mem_univ, if_true]
  rw [pow_add]
  ring

/-- On a ring of at least five orbitals, the sign products for two distinct orbitals cancel
between different spin states and add up to `2^n / 4` for equal ones. -/
theorem four_mul_phaseOverlap (hn : 5 ≤ n) {a b : ZMod n} (hab : a ≠ b)
    (s t : Fin 2 × Fin 2) : 4 * phaseOverlap a b s t = if s = t then 2 ^ n else 0 := by
  by_cases hst : s = t
  · -- diagonal elements count the configurations with two spins fixed
    subst hst
    let F : ZMod n → Finset (Fin 2) := fun i =>
      if i = a then {s.1} else if i = b then {s.2} else univ
    have hset : (univ.filter fun x : ZMod n → Fin 2 => x a = s.1 ∧ x b = s.2) =
        Fintype.piFinset F := by
      ext x
      simp only [mem_filter, mem_univ, true_and, Fintype.mem_piFinset]
      constructor
      · rintro ⟨h1, h2⟩ i
        by_cases ha : i = a
        · simp [F, ha, h1]
        · by_cases hb : i = b
          · simp [F, hb, hab.symm, h2]
          · simp [F, ha, hb]
      · intro h
        exact ⟨by simpa [F] using h a, by simpa [F, hab.symm] using h b⟩
    have hw : ∀ i, 2 = (if i = a then 2 else 1) * (if i = b then 2 else 1) * (F i).card := by
      intro i
      by_cases ha : i = a
      · simp [F, ha, hab]
      · by_cases hb : i = b
        · simp [F, hb, hab.symm]
        · simp [F, ha, hb]
    have hc := Finset.prod_congr (rfl : (univ : Finset (ZMod n)) = univ) (fun i _ => hw i)
    simp only [prod_const, card_univ, ZMod.card, prod_mul_distrib, prod_ite_eq', mem_univ,
      if_true] at hc
    have hs : phaseOverlap a b s s = ((∏ i, (F i).card : ℕ) : ℤ) := by
      rw [← Fintype.card_piFinset, ← hset, ← Finset.sum_boole]
      refine Finset.sum_congr rfl fun x _ => ?_
      split_ifs with h
      · rw [resetPair, ← h.1, ← h.2, Function.update_eq_self, Function.update_eq_self,
          ringPhase, ← mul_pow]
        simp
      · rfl
    rw [if_pos rfl, hs]
    have hc' : 4 * (∏ i, (F i).card) = 2 ^ n := by linarith
    exact_mod_cast hc'
  · -- an outside neighbour of one orbital that does not touch the other
    have probe : ∀ a b : ZMod n, ∃ k, k ≠ a ∧ k ≠ b ∧
        ((k + 1 = a ∧ k - 1 ≠ a ∧ k - 1 ≠ b) ∨ (k - 1 = a ∧ k + 1 ≠ a ∧ k + 1 ≠ b)) := by
      intro a b
      have h : ∀ j : ℕ, 0 < j → j < 5 → (j : ZMod n) ≠ 0 := fun j h0 h5 e => by
        have := Nat.le_of_dvd h0 ((CharP.cast_eq_zero_iff (ZMod n) n j).1 e)
        omega
      have h1 : (1 : ZMod n) ≠ 0 := by exact_mod_cast h 1 (by norm_num) (by norm_num)
      have h2 : (2 : ZMod n) ≠ 0 := by exact_mod_cast h 2 (by norm_num) (by norm_num)
      have h3 : (3 : ZMod n) ≠ 0 := by exact_mod_cast h 3 (by norm_num) (by norm_num)
      have h4 : (4 : ZMod n) ≠ 0 := by exact_mod_cast h 4 (by norm_num) (by norm_num)
      by_cases hb : b = a - 1 ∨ b = a - 2
      · refine ⟨a + 1, fun e => h1 (by linear_combination e), fun e => ?_,
          Or.inr ⟨by ring, fun e => h2 (by linear_combination e), fun e => ?_⟩⟩
        · rcases hb with hb | hb
          · exact h2 (by linear_combination e + hb)
          · exact h3 (by linear_combination e + hb)
        · rcases hb with hb | hb
          · exact h3 (by linear_combination e + hb)
          · exact h4 (by linear_combination e + hb)
      · exact ⟨a - 1, fun e => h1 (by linear_combination -e), fun e => hb (Or.inl e.symm),
          Or.inl ⟨by ring, fun e => h2 (by linear_combination -e),
            fun e => hb (Or.inr (by linear_combination -e))⟩⟩
    have hYa : ∀ x, resetPair a b t x a = t.1 := fun x => by simp [resetPair, hab]
    have hYb : ∀ x, resetPair a b t x b = t.2 := fun x => by simp [resetPair]
    have hYo : ∀ x j, j ≠ a → j ≠ b → x j = resetPair a b t x j := fun x j h1 h2 => by
      simp [resetPair, h1, h2]
    obtain ⟨k, hka, hkb, hk⟩ : ∃ k, k ≠ a ∧ k ≠ b ∧ ∀ x, x a = s.1 → x b = s.2 →
        (x (k - 1) ≠ resetPair a b t x (k - 1) ∧ x (k + 1) = resetPair a b t x (k + 1)) ∨
        (x (k - 1) = resetPair a b t x (k - 1) ∧ x (k + 1) ≠ resetPair a b t x (k + 1)) := by
      by_cases h1 : s.1 = t.1
      · have h2 : s.2 ≠ t.2 := fun h => hst (Prod.ext h1 h)
        obtain ⟨k, hkb, hka, h⟩ := probe b a
        refine ⟨k, hka, hkb, fun x _ hxb => ?_⟩
        rcases h with ⟨e, h3, h4⟩ | ⟨e, h3, h4⟩
        · exact Or.inr ⟨hYo x _ h4 h3, by rw [e, hxb, hYb]; exact h2⟩
        · exact Or.inl ⟨by rw [e, hxb, hYb]; exact h2, hYo x _ h4 h3⟩
      · obtain ⟨k, hka, hkb, h⟩ := probe a b
        refine ⟨k, hka, hkb, fun x hxa _ => ?_⟩
        rcases h with ⟨e, h3, h4⟩ | ⟨e, h3, h4⟩
        · exact Or.inr ⟨hYo x _ h3 h4, by rw [e, hxa, hYa]; exact h1⟩
        · exact Or.inl ⟨by rw [e, hxa, hYa]; exact h1, hYo x _ h3 h4⟩
    have hinv : Function.Involutive (spinFlip k) := fun x => by
      have h2 : ∀ p : Fin 2, p + 1 + 1 = p := by decide
      simp only [spinFlip, Function.update_self, Function.update_idem, h2,
        Function.update_eq_self]
    have hcomm : ∀ x, resetPair a b t (spinFlip k x) = spinFlip k (resetPair a b t x) := by
      intro x
      funext j
      simp only [resetPair, spinFlip, Function.update_apply]
      by_cases hj : j = k <;> simp [hj, hka, hkb]
    have hsign : ∀ p q p' q' : Fin 2, (p ≠ p' ∧ q = q') ∨ (p = p' ∧ q ≠ q') →
        (-1 : ℤ) ^ (p.val + q.val) * (-1) ^ (p'.val + q'.val) = -1 := by decide
    -- flipping spin `k` maps the sum to its negative
    have hneg : phaseOverlap a b s t = -phaseOverlap a b s t := by
      conv_lhs => rw [phaseOverlap, ← Equiv.sum_comp hinv.toPerm]
      rw [phaseOverlap, ← Finset.sum_neg_distrib]
      refine Finset.sum_congr rfl fun x _ => ?_
      have ea : spinFlip k x a = x a := Function.update_of_ne hka.symm _ _
      have eb : spinFlip k x b = x b := Function.update_of_ne hkb.symm _ _
      simp only [Function.Involutive.coe_toPerm, ea, eb]
      split_ifs with h
      · rw [hcomm, ringPhase_spinFlip (by omega), ringPhase_spinFlip (by omega)]
        have hs := hsign _ _ _ _ (hk x h.1 h.2)
        linear_combination (ringPhase x * ringPhase (resetPair a b t x)) * hs
      · simp
    rw [if_neg hst]
    linarith

/-- The product of two amplitudes of the ring state is the product of their signs
divided by `2^n`. -/
theorem ringState_mul_star (x y : ZMod n → Fin 2) :
    ringState x * star (ringState y) = ((ringPhase x * ringPhase y : ℤ) : ℂ) / 2 ^ n := by
  rw [show star (ringState y) = ringState y from Complex.conj_ofReal _, ringState, ringState,
    ← Complex.ofReal_mul, div_mul_div_comm, Real.mul_self_sqrt (by positivity)]
  simp

/-- Each element of a two-orbital density of the ring state is the corresponding sum of
sign products divided by `2^n`. -/
theorem pairDensity_apply (a b : ZMod n) (s t : Fin 2 × Fin 2) :
    pairDensity ringState a b s t = (phaseOverlap a b s t : ℂ) / 2 ^ n := by
  rw [pairDensity, Matrix.of_apply, phaseOverlap, Int.cast_sum, Finset.sum_div]
  refine Finset.sum_congr rfl fun x _ => ?_
  split_ifs
  · exact ringState_mul_star _ _
  · simp

/-- On a ring of at least five orbitals, the reduced spin density of any two distinct
orbitals is one quarter of the identity. -/
theorem pairDensity_ringState (hn : 5 ≤ n) {a b : ZMod n} (hab : a ≠ b) :
    pairDensity ringState a b = (1 / 4 : ℂ) • 1 := by
  refine Matrix.ext fun s t => ?_
  have h := four_mul_phaseOverlap hn hab s t
  have h2 : (2 : ℂ) ^ n ≠ 0 := pow_ne_zero n two_ne_zero
  rw [pairDensity_apply, Matrix.smul_apply, Matrix.one_apply, smul_eq_mul, div_eq_iff h2]
  by_cases hst : s = t
  · rw [if_pos hst] at h ⊢
    have hc : (4 : ℂ) * (phaseOverlap a b s t : ℂ) = 2 ^ n := by exact_mod_cast h
    linear_combination (1 / 4 : ℂ) * hc
  · rw [if_neg hst] at h ⊢
    have hc : phaseOverlap a b s t = 0 := by omega
    simp [hc]

/-- Tracing orbital `b` out of the density of two distinct orbitals `a` and `b` leaves the
density of orbital `a`. -/
theorem partialTrace_pairDensity (ψ : (ZMod n → Fin 2) → ℂ) {a b : ZMod n} (hab : a ≠ b)
    (s t : Fin 2) : ∑ u, pairDensity ψ a b (s, u) (t, u) = orbitalDensity ψ a s t := by
  simp only [pairDensity, orbitalDensity, Matrix.of_apply]
  rw [Finset.sum_comm]
  refine Finset.sum_congr rfl fun x _ => ?_
  have h : resetPair a b (t, x b) x = Function.update x a t := by
    funext j
    by_cases hj : j = b <;> simp [resetPair, Function.update_apply, hj, hab.symm]
  rw [Finset.sum_eq_single (x b)]
  · simp [h]
  · intro u _ hu
    exact if_neg fun e => hu e.2.symm
  · simp

/-- The maximally mixed density on a space of positive dimension `d` has entropy `ln d`. -/
theorem entropy_maximallyMixed {m : Type*} [Fintype m] [DecidableEq m] (d : ℕ) (hd : 0 < d)
    (hm : Fintype.card m = d) : entropy ((1 / (d : ℂ)) • (1 : Matrix m m ℂ)) = Real.log d := by
  have hch : ∀ c : ℂ, (c • (1 : Matrix m m ℂ)).charpoly =
      (Polynomial.X - Polynomial.C c) ^ d := by
    intro c
    have hdiag : (c • (1 : Matrix m m ℂ)).charmatrix =
        Matrix.diagonal fun _ => Polynomial.X - Polynomial.C c := by
      refine Matrix.ext fun i j => ?_
      by_cases h : i = j
      · simp [h]
      · simp [h]
    rw [Matrix.charpoly, hdiag, Matrix.det_diagonal, Finset.prod_const, Finset.card_univ, hm]
  have hre : (1 / (d : ℂ)).re = 1 / (d : ℝ) := by
    rw [show (1 / (d : ℂ)) = ((1 / (d : ℝ) : ℝ) : ℂ) by simp, Complex.ofReal_re]
  have hd' : (d : ℝ) ≠ 0 := by exact_mod_cast hd.ne'
  rw [entropy, hch, Polynomial.roots_pow, Polynomial.roots_X_sub_C, Multiset.map_nsmul,
    Multiset.sum_nsmul, Multiset.map_singleton, Multiset.sum_singleton, hre, nsmul_eq_mul,
    Real.negMulLog, one_div, Real.log_inv, neg_mul_neg, ← mul_assoc, mul_inv_cancel₀ hd',
    one_mul]

/-- On a ring of at least five orbitals, every orbital of the ring state has entropy `ln 2`,
yet the mutual information of any two distinct orbitals is zero. -/
theorem pair_diagram_blind (hn : 5 ≤ n) :
    (∀ a : ZMod n, entropy (orbitalDensity ringState a) = Real.log 2) ∧
      ∀ a b : ZMod n, a ≠ b → mutualInformation ringState a b = 0 := by
  have : Fact (1 < n) := ⟨by omega⟩
  have hS : ∀ a : ZMod n, entropy (orbitalDensity ringState a) = Real.log 2 := by
    intro a
    have hab : a ≠ a + 1 := fun e => one_ne_zero (α := ZMod n) (by linear_combination -e)
    have hρ : orbitalDensity ringState a = (1 / (2 : ℕ) : ℂ) • 1 := by
      refine Matrix.ext fun s t => ?_
      rw [← partialTrace_pairDensity ringState hab, pairDensity_ringState hn hab]
      by_cases h : s = t
      · simp [h]
        norm_num
      · simp [h]
    rw [hρ]
    exact_mod_cast entropy_maximallyMixed (m := Fin 2) 2 (by norm_num) (by simp)
  refine ⟨hS, fun a b hab => ?_⟩
  have h4 : entropy ((1 / 4 : ℂ) • (1 : Matrix (Fin 2 × Fin 2) (Fin 2 × Fin 2) ℂ)) =
      Real.log 4 := by
    exact_mod_cast entropy_maximallyMixed (m := Fin 2 × Fin 2) 4 (by norm_num) (by simp)
  rw [mutualInformation, hS, hS, pairDensity_ringState hn hab, h4,
    show (4 : ℝ) = 2 ^ 2 by norm_num, Real.log_pow]
  push_cast
  ring

/-- On a ring of at least two orbitals, the correlator `Z_(k-1) X_k Z_(k+1)` of Pauli spin
operators has expectation value one in the ring state. -/
theorem neighbour_correlator (hn : 2 ≤ n) (k : ZMod n) :
    ∑ x : ZMod n → Fin 2, star (ringState x) *
      ((-1) ^ ((x (k - 1)).val + (x (k + 1)).val) * ringState (spinFlip k x)) = 1 := by
  have hterm : ∀ x : ZMod n → Fin 2, star (ringState x) *
      ((-1) ^ ((x (k - 1)).val + (x (k + 1)).val) * ringState (spinFlip k x)) =
        1 / 2 ^ n := by
    intro x
    have hsq : ∀ j : ℕ, (-1 : ℤ) ^ j * (-1) ^ j = 1 := fun j => by rw [← mul_pow]; simp
    have hz : (-1 : ℤ) ^ ((x (k - 1)).val + (x (k + 1)).val) *
        (ringPhase (spinFlip k x) * ringPhase x) = 1 := by
      rw [ringPhase_spinFlip hn, mul_assoc, ← mul_assoc, hsq, one_mul]
      exact hsq _
    have hzC : (-1 : ℂ) ^ ((x (k - 1)).val + (x (k + 1)).val) *
        ((ringPhase (spinFlip k x) * ringPhase x : ℤ) : ℂ) = 1 := by exact_mod_cast hz
    rw [mul_comm, mul_assoc, ringState_mul_star, ← mul_div_assoc, hzC]
  rw [Finset.sum_congr rfl fun x _ => hterm x]
  simp [Finset.card_univ, ZMod.card]

/-- On a ring of four orbitals, the density of the opposite orbitals 0 and 2 has the
off-diagonal element 1/4 between the spin states `(0,0)` and `(1,1)`. -/
theorem four_ring_coherence :
    pairDensity ringState (0 : ZMod 4) 2 (0, 0) (1, 1) = 1 / 4 := by
  have h : phaseOverlap (0 : ZMod 4) 2 (0, 0) (1, 1) = 4 := by decide +kernel
  rw [pairDensity_apply, h]
  norm_num

end

end RingOrbitalEntanglement
```

```lean
#print axioms RingOrbitalEntanglement.pair_diagram_blind
#print axioms RingOrbitalEntanglement.neighbour_correlator
#print axioms RingOrbitalEntanglement.four_ring_coherence
```

```
'RingOrbitalEntanglement.pair_diagram_blind' depends on axioms: [propext, Classical.choice, Quot.sound]
'RingOrbitalEntanglement.neighbour_correlator' depends on axioms: [propext, Classical.choice, Quot.sound]
'RingOrbitalEntanglement.four_ring_coherence' depends on axioms: [propext, Classical.choice, Quot.sound]
```

## States, densities and entropies in Lean

A configuration is a function `ZMod n → Fin 2`, so the ring closes by modular addition. `ringPhase` is $\theta$ and `ringState` is the normalised state. `orbitalDensity` and `pairDensity` are partial traces of $|\psi\rangle\langle\psi|$; `resetPair` puts the column's spins into orbitals $a$ and $b$ and leaves the others alone. `entropy` sums $-p\ln p$ over the roots of the characteristic polynomial.

For `5 ≤ n`, `pairDensity_ringState` says that $\rho_{ab}=\mathbb 1/4$ for all $a\ne b$, and `pair_diagram_blind` says that every $S_a=\ln 2$ and every $I_{ab}=0$. Five orbitals are the smallest case.

Each orbital has only its two spin states, with no empty or doubly occupied ones. The state is constructed, not derived from a Hamiltonian, and it mixes different total spin projections.

## One flipped spin cancels the coherences

Only the terms $x_k(x_{k-1}+x_{k+1})$ of the exponent contain $x_k$. Flipping spin $k$ therefore multiplies $\theta$ by $(-1)^{x_{k-1}+x_{k+1}}$. `ringPhase_spinFlip` proves this by writing $\theta$ as a product over bonds and comparing them case by case.

The pair density is
$$\rho_{ab}(s,t)=\frac1{2^n}\sum_{x_a=s_1,\;x_b=s_2}\theta(x)\,\theta(x'),$$
where $x'$ is $x$ with the pair's spins replaced by $t$. The integer sum is `phaseOverlap`, evaluated in `four_mul_phaseOverlap`.

If $s=t$, then $x'=x$ and each of the $2^{n-2}$ terms is 1, so the element is $1/4$. Lean counts these configurations as a product of allowed spin sets.

If $s\neq t$, suppose $s_1\ne t_1$; otherwise exchange the roles of $a$ and $b$. Take $k=a+1$ if $b$ is $a-1$ or $a-2$, and $k=a-1$ otherwise. For $n\ge5$, this $k$ lies outside the pair and has $a$, but not $b$, as a neighbour; `probe` proves this. Flipping $k$ in both $x$ and $x'$ multiplies their sign product by $(-1)^{s_1+t_1}=-1$, since $x$ and $x'$ agree at the other neighbour of $k$. The flip permutes the configurations in the sum, so the sum equals its own negative and vanishes. `Equiv.sum_comp` does the relabelling.

Tracing out $b$ (`partialTrace_pairDensity`) gives $\rho_a=\mathbb 1/2$. A density $\mathbb 1/d$ has characteristic polynomial $(\lambda-1/d)^d$ in the variable $\lambda$ and hence entropy $-d\cdot\frac1d\ln\frac1d=\ln d$ (`entropy_maximallyMixed`). Thus $I_{ab}=2\ln2-\ln4=0$.

## Correlation among three neighbours

Let $X_k$ and $Z_k$ be the Pauli operators of orbital $k$: $X_k$ reverses its spin, and $Z_k$ multiplies each amplitude by $(-1)^{x_k}$. In $\langle Z_{k-1}X_kZ_{k+1}\rangle$, the sign from the two $Z$ operators cancels the sign from the flip. Each of the $2^n$ configurations contributes $2^{-n}$, so the expectation value is 1, as `neighbour_correlator` proves for $n\ge2$. At $n=2$ the two $Z$ factors act on the same orbital and leave $X_k$.

For this idealised spin state with $n\ge5$, a diagram of pair mutual informations, such as one consulted when choosing an active space, would show no links at all, although the orbital entropies are maximal for two spin states.

## Four orbitals, and one orbital at a time

The bound cannot be lowered to $n\ge4$. On the four-ring, orbitals 1 and 3 each touch both 0 and 2. Between $(0,0)$ and $(1,1)$ all four sign products are $+1$, leaving the coherence $4/16=1/4$ (`four_ring_coherence`). Hence $\rho_{02}\ne\mathbb 1/4$ and $S_{02}<\ln4$, so $I_{02}>0$, because $S_0=S_2=\ln2$ by the argument below.

For a single orbital, the same argument by hand needs only $n\ge3$: flipping $a+1$ cancels the coherence of $\rho_a$, so $S_a=\ln2$ on the three- and four-rings too.
